# Finite mixtures of coherent states have Var(N) ≥ ⟨N⟩ and quadrature variances of at least the vacuum value

When a calculation on a single bosonic mode has produced $\langle N\rangle$ and $\langle N^2\rangle$, a common next step is to compare $\mathrm{Var}(N)$ with $\langle N\rangle$. If the variance is smaller, the counting statistics are sub-Poissonian, and the state cannot be a finite mixture of coherent states. The same conclusion follows from a quadrature variance below the vacuum value, which is squeezing.

The physical question is how much noise such a mixture must carry. A coherent state is a unit eigenvector of the annihilation operator $a$, with a complex eigenvalue $\alpha$ as its amplitude. Mixing several of them with probabilities $p_k$ adds, to the average variance of an observable in the components, the scatter of its mean values between them.

## The mode and its observables

The operators $a$ and $a^\dagger$ are unbounded, so they are taken as linear maps on a complex inner product space $V$ that both map into itself. A nonzero space of this kind is never complete: on a complete one the two maps, being adjoint to each other, would be bounded, and the commutator of bounded operators cannot be the identity. The index type `ι` labels the components of a mixture and is finite.

```lean
import Mathlib

open scoped InnerProductSpace ComplexConjugate

namespace ClassicalityBound

noncomputable section

variable {V : Type*} [NormedAddCommGroup V] [InnerProductSpace ℂ V]
variable {ι : Type*} [Fintype ι]

/- The space `V` is a common invariant domain of the two ladder operators and need not be
complete. An explicit model of the commutation relation is not constructed in this file. -/
```

Two conditions define the mode: $\langle a x,y\rangle=\langle x,a^\dagger y\rangle$ and $[a,a^\dagger]=1$. The commutator expresses the bosonic character of the mode, and it supplies both the Poissonian counting noise and the vacuum noise below. In Lean $a^\dagger$ is written `ad`, and the inner product is linear in its second argument.

```lean
/-- A bosonic mode: `a` and `ad` are mutually adjoint and satisfy `[a, ad] = 1` on `V`. -/
structure IsMode (a ad : Module.End ℂ V) : Prop where
  adj : ∀ x y, ⟪a x, y⟫_ℂ = ⟪x, ad y⟫_ℂ
  comm : ∀ x, a (ad x) - ad (a x) = x
```

To apply the theorems to a real oscillator, one has to choose a concrete $V$ that contains the coherent states and show that it satisfies `IsMode`; the Schwartz functions on the line are the standard choice. A truncated number basis in a simulation does not satisfy `IsMode`: the trace of a commutator of finite matrices vanishes, while that of the identity does not. With $d$ levels kept, the relation fails in the highest one, where the commutator has the diagonal entry $1-d$ instead of $1$.

The number operator is $N=a^\dagger a$, written `ad * a`. For a phase factor $u$ with $|u|=1$, the quadrature is

$$X_u=\frac{\bar u\,a+u\,a^\dagger}{\sqrt2},$$

so $u=1$ gives $x=(a+a^\dagger)/\sqrt2$. This normalisation fixes the vacuum variance at $1/2$; other conventions rescale it. The definition accepts any complex $u$, and the theorems add the condition $|u|=1$.

```lean
/-- The quadrature `(conj u * a + u * ad) / √2` with phase factor `u`; `u = 1` gives `x`. -/
def quadrature (a ad : Module.End ℂ V) (u : ℂ) : Module.End ℂ V :=
  ((√2 : ℝ) : ℂ)⁻¹ • (conj u • a + u • ad)
```

## States as expectation functionals

A mixture of vectors $\psi_k$ is represented by what it predicts, the map $A\mapsto\sum_k p_k\langle\psi_k,A\psi_k\rangle$. This takes the place of a density matrix.

```lean
/-- The expectation functional `A ↦ ∑ p_k ⟨ψ_k, A ψ_k⟩` of a mixture. -/
def mix (p : ι → ℝ) (ψ : ι → V) (A : Module.End ℂ V) : ℂ :=
  ∑ k, (p k : ℂ) * ⟪ψ k, A (ψ k)⟫_ℂ
```

The variance is $\langle A^2\rangle-\langle A\rangle^2$. It is formed from real parts, which loses nothing for the mixtures here, because the expectation values involved turn out to be real.

```lean
/-- The variance `⟨A²⟩ - ⟨A⟩²` of an observable, formed from the real parts of the
expectation values given by `E`. -/
def variance (E : Module.End ℂ V → ℂ) (A : Module.End ℂ V) : ℝ :=
  (E (A * A)).re - (E A).re ^ 2
```

The physical data of a mixture are $p_k\ge0$, $\sum_k p_k=1$, $\|\psi_k\|=1$ and $a\psi_k=\alpha_k\psi_k$. The components need not be orthogonal.

```lean
/-- Probabilities `p_k` and unit eigenvectors `ψ_k` of `a` with eigenvalues `α_k`. -/
structure IsCoherentMixture (a : Module.End ℂ V) (p : ι → ℝ) (ψ : ι → V) (α : ι → ℂ) :
    Prop where
  nonneg : ∀ k, 0 ≤ p k
  total : ∑ k, p k = 1
  unit : ∀ k, ‖ψ k‖ = 1
  eigen : ∀ k, a (ψ k) = α k • ψ k
```

A functional is called classical if some such finite mixture reproduces it. The ensemble used to prepare the state is therefore irrelevant. The name `IsClassical` is narrower than textbook usage, which admits continuous mixtures: a thermal state at nonzero temperature is classical in the textbook sense, but has infinite rank and so is no finite mixture.

```lean
/-- The expectation functional `E` is that of a finite mixture of unit eigenvectors of `a`. -/
def IsClassical (a : Module.End ℂ V) (E : Module.End ℂ V → ℂ) : Prop :=
  ∃ (n : ℕ) (p : Fin n → ℝ) (ψ : Fin n → V) (α : Fin n → ℂ),
    IsCoherentMixture a p ψ α ∧ E = mix p ψ
```

## Averages and scatter

If component $k$ has the real expectation value $f_k$, then the mixture has the mean $m=\sum_k p_kf_k$.

```lean
/-- If each component has the real expectation value `f_k`, the mixture has the mean
`∑ p_k f_k`. -/
theorem mix_re (p : ι → ℝ) {ψ : ι → V} {A : Module.End ℂ V} (f : ι → ℝ)
    (h : ∀ k, ⟪ψ k, A (ψ k)⟫_ℂ = (f k : ℂ)) : (mix p ψ A).re = ∑ k, p k * f k := by
  simp only [mix, h, Complex.re_sum, Complex.mul_re, Complex.ofReal_re, Complex.ofReal_im,
    mul_zero, sub_zero]
```

Expanding the square and using $\sum_k p_k=1$ gives

$$\sum_k p_k(f_k-m)^2=\sum_k p_kf_k^2-2m\cdot m+m^2=\sum_k p_kf_k^2-m^2.$$

The Lean proof expands each term, splits the sum and inserts the two known sums.

```lean
/-- For weights of sum one and `m` the weighted mean of `f`, the mean squared deviation from
`m` is the mean square minus `m²`. -/
theorem spread {p : ι → ℝ} (hp : ∑ k, p k = 1) (f : ι → ℝ) {m : ℝ}
    (hm : m = ∑ k, p k * f k) :
    ∑ k, p k * (f k - m) ^ 2 = ∑ k, p k * f k ^ 2 - m ^ 2 := by
  have h : ∀ k, p k * (f k - m) ^ 2 = p k * f k ^ 2 - 2 * m * (p k * f k) + m ^ 2 * p k :=
    fun k => by ring
  rw [Finset.sum_congr rfl (fun k _ => h k), Finset.sum_add_distrib, Finset.sum_sub_distrib,
    ← Finset.mul_sum, ← Finset.mul_sum, hp, ← hm]
  ring
```

## Noise in one coherent state

Let $a\psi=\alpha\psi$ with $\|\psi\|=1$. Two rules suffice:

$$\langle\psi,a^\dagger\varphi\rangle=\bar\alpha\langle\psi,\varphi\rangle,\qquad a a^\dagger\psi=\alpha a^\dagger\psi+\psi.$$

The first is adjointness, and the second is the commutator applied to $\psi$. Hence $\langle N\rangle=\bar\alpha\alpha=|\alpha|^2$. For the second moment,

$$N^2\psi=\alpha\,a^\dagger(a a^\dagger\psi)=\alpha\,a^\dagger(\alpha a^\dagger\psi+\psi),$$

$$\langle N^2\rangle=\alpha\bar\alpha(\alpha\bar\alpha+1)=|\alpha|^4+|\alpha|^2.$$

In the proof `hL` and `hc` are the two rules. Simplification applies them, and `linear_combination` replaces $\bar\alpha\alpha$ by $|\alpha|^2$.

```lean
/-- In a unit eigenvector of `a` with eigenvalue `α`, the number operator `N = ad * a` has
`⟨N⟩ = |α|²` and `⟨N²⟩ = |α|⁴ + |α|²`. -/
theorem number_moments {a ad : Module.End ℂ V} (h : IsMode a ad) {ψ : V} {α : ℂ}
    (h1 : ‖ψ‖ = 1) (hψ : a ψ = α • ψ) :
    ⟪ψ, (ad * a) ψ⟫_ℂ = ((‖α‖ ^ 2 : ℝ) : ℂ) ∧
    ⟪ψ, (ad * a * (ad * a)) ψ⟫_ℂ = (((‖α‖ ^ 2) ^ 2 + ‖α‖ ^ 2 : ℝ) : ℂ) := by
  have hs : ⟪ψ, ψ⟫_ℂ = 1 := by rw [inner_self_eq_norm_sq_to_K, h1]; simp
  -- the creation operator acts to the left as multiplication by `conj α`
  have hL : ∀ φ, ⟪ψ, ad φ⟫_ℂ = conj α * ⟪ψ, φ⟫_ℂ := fun φ => by
    rw [← h.adj, hψ, inner_smul_left]
  have hc : a (ad ψ) = α • ad ψ + ψ := by
    rw [sub_eq_iff_eq_add'.mp (h.comm ψ), hψ, map_smul]
  have hα : conj α * α = (‖α‖ : ℂ) ^ 2 := Complex.conj_mul' α
  constructor
  · simp only [Module.End.mul_apply, hψ, map_smul, inner_smul_right, hL, hs]
    push_cast
    linear_combination hα
  · simp only [Module.End.mul_apply, hψ, map_smul, map_add, hc, inner_smul_right,
      inner_add_right, hL, hs]
    push_cast
    linear_combination (conj α * α + (‖α‖ : ℂ) ^ 2 + 1) * hα
```

For the quadrature, the mean is

$$m=\frac{\bar u\alpha+u\bar\alpha}{\sqrt2}=\sqrt2\,\mathrm{Re}(\bar u\alpha).$$

Squaring the operator and moving $a^\dagger$ to the left gives

$$\begin{aligned}
\langle X_u^2\rangle&=\tfrac12\left(\bar u^2\alpha^2+u^2\bar\alpha^2+|u|^2(2|\alpha|^2+1)\right)\\
&=\tfrac12(\bar u\alpha+u\bar\alpha)^2+\tfrac12|u|^2=m^2+\tfrac12.
\end{aligned}$$

The last term is the vacuum noise, which does not depend on $\alpha$. The Lean proof uses the same two rules. It then replaces $\sqrt2$, its inverse and the real part by the letters `r`, `s` and `m`, so that what remains is algebra with the relations between them. Inside the proof `m` is thus $\mathrm{Re}(\bar u\alpha)$, without the factor $\sqrt2$ of the mean.

```lean
/-- In a unit eigenvector of `a` with eigenvalue `α`, the quadrature with phase factor `u`,
`|u| = 1`, has mean `m = √2 Re(conj u * α)` and mean square `m² + 1/2`. -/
theorem quadrature_moments {a ad : Module.End ℂ V} (h : IsMode a ad) {ψ : V} {α u : ℂ}
    (h1 : ‖ψ‖ = 1) (hψ : a ψ = α • ψ) (hu : ‖u‖ = 1) :
    ⟪ψ, quadrature a ad u ψ⟫_ℂ = ((√2 * (conj u * α).re : ℝ) : ℂ) ∧
    ⟪ψ, (quadrature a ad u * quadrature a ad u) ψ⟫_ℂ =
      (((√2 * (conj u * α).re) ^ 2 + 1 / 2 : ℝ) : ℂ) := by
  have hs : ⟪ψ, ψ⟫_ℂ = 1 := by rw [inner_self_eq_norm_sq_to_K, h1]; simp
  have hL : ∀ φ, ⟪ψ, ad φ⟫_ℂ = conj α * ⟪ψ, φ⟫_ℂ := fun φ => by
    rw [← h.adj, hψ, inner_smul_left]
  have hc : a (ad ψ) = α • ad ψ + ψ := by
    rw [sub_eq_iff_eq_add'.mp (h.comm ψ), hψ, map_smul]
  have huu : u * conj u = 1 := by rw [Complex.mul_conj', hu]; norm_num
  have hm := Complex.add_conj (conj u * α)
  rw [map_mul, Complex.conj_conj] at hm
  simp only [Complex.ofReal_mul, Complex.ofReal_ofNat] at hm
  have hr : ((√2 : ℝ) : ℂ) * ((√2 : ℝ) : ℂ) = 2 := by
    rw [← Complex.ofReal_mul, Real.mul_self_sqrt (by norm_num)]; norm_num
  have hr0 : ((√2 : ℝ) : ℂ) ≠ 0 := by
    intro h0
    rw [h0] at hr
    norm_num at hr
  have hi := inv_mul_cancel₀ hr0
  simp only [quadrature, Module.End.mul_apply, LinearMap.smul_apply, LinearMap.add_apply,
    hψ, map_smul, map_add, hc, inner_smul_right, inner_add_right, hL, hs,
    Complex.ofReal_add, Complex.ofReal_pow, Complex.ofReal_mul, Complex.ofReal_div,
    Complex.ofReal_one, Complex.ofReal_ofNat]
  generalize ((√2 : ℝ) : ℂ)⁻¹ = s at *
  generalize ((√2 : ℝ) : ℂ) = r at *
  generalize (((conj u * α).re : ℝ) : ℂ) = m at *
  have h2 : s * 2 = r := by linear_combination r * hi - s * hr
  have hss : s * s = 1 / 2 := by linear_combination (1 / 2) * s * h2 + (1 / 2) * hi
  constructor
  · linear_combination s * hm + m * h2
  · linear_combination ((conj u * α + u * conj α) ^ 2 + u * conj u) * hss + (1 / 2) * huu
      + (1 / 2) * (conj u * α + u * conj α + 2 * m) * hm - m ^ 2 * hr
```

## Exact noise of the mixture

Averaging the number moments, with $\langle N\rangle=\sum_k p_k|\alpha_k|^2$, gives

$$\begin{aligned}
\mathrm{Var}(N)&=\sum_k p_k\left(|\alpha_k|^4+|\alpha_k|^2\right)-\langle N\rangle^2\\
&=\langle N\rangle+\sum_k p_k\left(|\alpha_k|^2-\langle N\rangle\right)^2.
\end{aligned}$$

The first term is Poissonian noise, and the second is the scatter of the intensities. In Lean, `h1` and `h2` are the averaged moments, `h3` is the scatter identity, and `linarith` combines them.

```lean
/-- In a mixture of unit eigenvectors of `a`, the number variance is the mean number plus the
spread of the intensities `|α_k|²`. -/
theorem number_variance {a ad : Module.End ℂ V} (h : IsMode a ad) {p : ι → ℝ} {ψ : ι → V}
    {α : ι → ℂ} (hM : IsCoherentMixture a p ψ α) :
    variance (mix p ψ) (ad * a) = (mix p ψ (ad * a)).re +
      ∑ k, p k * (‖α k‖ ^ 2 - (mix p ψ (ad * a)).re) ^ 2 := by
  have h1 : (mix p ψ (ad * a)).re = ∑ k, p k * ‖α k‖ ^ 2 :=
    mix_re p (fun k => ‖α k‖ ^ 2) fun k => (number_moments h (hM.unit k) (hM.eigen k)).1
  have h2 : (mix p ψ (ad * a * (ad * a))).re =
      ∑ k, p k * ((‖α k‖ ^ 2) ^ 2 + ‖α k‖ ^ 2) :=
    mix_re p (fun k => (‖α k‖ ^ 2) ^ 2 + ‖α k‖ ^ 2)
      fun k => (number_moments h (hM.unit k) (hM.eigen k)).2
  have h3 := spread hM.total (fun k => ‖α k‖ ^ 2) h1
  simp only [mul_add, Finset.sum_add_distrib] at h2
  unfold variance
  linarith
```

The quadrature moments combine in the same way:

$$\mathrm{Var}(X_u)=\frac12+\sum_k p_k\left(\sqrt2\,\mathrm{Re}(\bar u\alpha_k)-\langle X_u\rangle\right)^2.$$

The constant $1/2$ survives the averaging because the probabilities sum to one.

```lean
/-- In a mixture of unit eigenvectors of `a`, the variance of a quadrature with `|u| = 1` is
`1/2` plus the spread of the component means. -/
theorem quadrature_variance {a ad : Module.End ℂ V} (h : IsMode a ad) {p : ι → ℝ}
    {ψ : ι → V} {α : ι → ℂ} (hM : IsCoherentMixture a p ψ α) {u : ℂ} (hu : ‖u‖ = 1) :
    variance (mix p ψ) (quadrature a ad u) = 1 / 2 +
      ∑ k, p k * (√2 * (conj u * α k).re - (mix p ψ (quadrature a ad u)).re) ^ 2 := by
  have h1 := mix_re p (fun k => √2 * (conj u * α k).re)
    fun k => (quadrature_moments h (hM.unit k) (hM.eigen k) hu).1
  have h2 := mix_re p (fun k => (√2 * (conj u * α k).re) ^ 2 + 1 / 2)
    fun k => (quadrature_moments h (hM.unit k) (hM.eigen k) hu).2
  have h3 := spread hM.total (fun k => √2 * (conj u * α k).re) h1
  have h4 : ∑ k, p k * (1 / 2 : ℝ) = 1 / 2 := by rw [← Finset.sum_mul, hM.total, one_mul]
  simp only [mul_add, Finset.sum_add_distrib] at h2
  unfold variance
  linarith
```

With a single component, $p_1=1$, both sums vanish. A coherent state therefore has $\mathrm{Var}(N)=\langle N\rangle=|\alpha|^2$ and $\mathrm{Var}(X_u)=1/2$ for every phase, so neither bound below can be improved. For $\alpha=0$, the vacuum, the number variance and the mean are both zero.

## The bounds and the Poissonian case

Each sum has nonnegative weights and squared terms, so it is nonnegative. Dropping it leaves

$$\mathrm{Var}(N)\ge\langle N\rangle,\qquad \mathrm{Var}(X_u)\ge\tfrac12\quad(|u|=1).$$

The theorem states both for every mode and every finite mixture as defined above; `hpos` is the nonnegativity of the sums.

```lean
/-- **Classicality bound.** A finite mixture of unit eigenvectors of `a` has `Var(N) ≥ ⟨N⟩`,
and every quadrature with phase factor `|u| = 1` has variance at least `1/2`. -/
theorem classicality_bound {a ad : Module.End ℂ V} (h : IsMode a ad) {p : ι → ℝ}
    {ψ : ι → V} {α : ι → ℂ} (hM : IsCoherentMixture a p ψ α) :
    (mix p ψ (ad * a)).re ≤ variance (mix p ψ) (ad * a) ∧
    ∀ u : ℂ, ‖u‖ = 1 → 1 / 2 ≤ variance (mix p ψ) (quadrature a ad u) := by
  -- a spread with nonnegative weights is nonnegative
  have hpos : ∀ f : ι → ℝ, 0 ≤ ∑ k, p k * f k ^ 2 := fun f =>
    Finset.sum_nonneg fun k _ => mul_nonneg (hM.nonneg k) (sq_nonneg _)
  constructor
  · rw [number_variance h hM]
    exact le_add_of_nonneg_right (hpos _)
  · intro u hu
    rw [quadrature_variance h hM hu]
    exact le_add_of_nonneg_right (hpos _)
```

Equality in the number bound requires the scatter to vanish. A sum of nonnegative terms is zero only if each term is zero, so $|\alpha_k|^2=\langle N\rangle$ whenever $p_k\ne0$. Conversely, if this holds, every term vanishes. The phases of the amplitudes remain free: an equal mixture of amplitudes $\alpha$ and $-\alpha$ still has $\mathrm{Var}(N)=\langle N\rangle$.

```lean
/-- A mixture of unit eigenvectors of `a` has `Var(N) = ⟨N⟩` exactly when every component of
nonzero weight has intensity `|α_k|² = ⟨N⟩`. -/
theorem number_variance_eq_iff {a ad : Module.End ℂ V} (h : IsMode a ad) {p : ι → ℝ}
    {ψ : ι → V} {α : ι → ℂ} (hM : IsCoherentMixture a p ψ α) :
    variance (mix p ψ) (ad * a) = (mix p ψ (ad * a)).re ↔
      ∀ k, p k ≠ 0 → ‖α k‖ ^ 2 = (mix p ψ (ad * a)).re := by
  rw [number_variance h hM]
  constructor
  · intro he k hk
    have h0 : ∑ k, p k * (‖α k‖ ^ 2 - (mix p ψ (ad * a)).re) ^ 2 = 0 := by linarith
    have hz := (Finset.sum_eq_zero_iff_of_nonneg fun k _ =>
      mul_nonneg (hM.nonneg k) (sq_nonneg _)).mp h0 k (Finset.mem_univ k)
    exact sub_eq_zero.mp (pow_eq_zero_iff two_ne_zero |>.mp
      ((mul_eq_zero.mp hz).resolve_left hk))
  · intro hk
    rw [Finset.sum_eq_zero, add_zero]
    intro k _
    by_cases h0 : p k = 0
    · rw [h0, zero_mul]
    · rw [hk k h0, sub_self]
      ring
```

## Excluding a mixture

Suppose a state has $\mathrm{Var}(N)<\langle N\rangle$, or $\mathrm{Var}(X_u)<1/2$ for some $|u|=1$. If it were a finite mixture of coherent states, the corresponding bound would be contradicted. The Lean proof unpacks the supposed mixture and compares the inequalities. The functional `E` is arbitrary here, so pure and mixed states are treated alike. The implication runs one way only: satisfying both bounds does not show that a state is such a mixture.

```lean
/-- A state with `Var(N) < ⟨N⟩`, or with a quadrature (`|u| = 1`) of variance below `1/2`, is
not a finite mixture of unit eigenvectors of `a`. -/
theorem not_isClassical {a ad : Module.End ℂ V} (h : IsMode a ad)
    {E : Module.End ℂ V → ℂ}
    (hE : variance E (ad * a) < (E (ad * a)).re ∨
      ∃ u : ℂ, ‖u‖ = 1 ∧ variance E (quadrature a ad u) < 1 / 2) :
    ¬ IsClassical a E := by
  rintro ⟨n, p, ψ, α, hM, rfl⟩
  obtain ⟨hN, hX⟩ := classicality_bound h hM
  rcases hE with hlt | ⟨u, hu, hlt⟩
  · exact not_lt_of_ge hN hlt
  · exact not_lt_of_ge (hX u hu) hlt
```

The state with one quantum is an example. Let $\Omega$ be a unit vector with $a\Omega=0$. The commutator gives $a a^\dagger\Omega=\Omega$, so

$$\|a^\dagger\Omega\|^2=\langle a a^\dagger\Omega,\Omega\rangle=1,\qquad N a^\dagger\Omega=a^\dagger(a a^\dagger\Omega)=a^\dagger\Omega.$$

The state is normalised, with $\langle N\rangle=\langle N^2\rangle=1$ and $\mathrm{Var}(N)=0<1$. In Lean, `hc` is the action of $a$ on $a^\dagger\Omega$ and `hn` is the normalisation; the exclusion theorem is then applied through its number condition. In quantum optics this separates an ideal single-photon state of one mode from every finite mixture of coherent states.

```lean
/-- If `Ω` is a unit vector with `a Ω = 0`, the one-quantum state `ad Ω` is not a finite
mixture of unit eigenvectors of `a`. -/
theorem one_quantum_not_isClassical {a ad : Module.End ℂ V} (h : IsMode a ad) {Ω : V}
    (h1 : ‖Ω‖ = 1) (h0 : a Ω = 0) :
    ¬ IsClassical a (fun A => ⟪ad Ω, A (ad Ω)⟫_ℂ) := by
  have hc := sub_eq_iff_eq_add'.mp (h.comm Ω)
  rw [h0, map_zero, zero_add] at hc
  have hn : ⟪ad Ω, ad Ω⟫_ℂ = 1 := by
    rw [← h.adj, hc, inner_self_eq_norm_sq_to_K, h1]; simp
  -- the number is sharp: its variance is zero while its mean is one
  refine not_isClassical h (Or.inl ?_)
  simp only [variance, Module.End.mul_apply, hc, hn]
  norm_num

end

end ClassicalityBound
```

```lean
#print axioms ClassicalityBound.quadrature_variance
-- 'ClassicalityBound.quadrature_variance' depends on axioms: [propext, Classical.choice, Quot.sound]
#print axioms ClassicalityBound.number_variance_eq_iff
-- 'ClassicalityBound.number_variance_eq_iff' depends on axioms: [propext, Classical.choice, Quot.sound]
#print axioms ClassicalityBound.one_quantum_not_isClassical
-- 'ClassicalityBound.one_quantum_not_isClassical' depends on axioms: [propext, Classical.choice, Quot.sound]
```
